# Linear drag between two spin fluids makes their relative velocity decay as exp(−gt)

Let spin-up and spin-down electrons form two fluids with constant densities \(n_u, n_d > 0\) and velocities \(v_u(t), v_d(t)\). Write \(n = n_u + n_d\), set the particle mass to one, and let the only force be a mutual friction with rate \(g > 0\):

\[
n_u \dot v_u = -g\,\frac{n_u n_d}{n}\,(v_u - v_d), \qquad n_d \dot v_d = +g\,\frac{n_u n_d}{n}\,(v_u - v_d).
\]

Then the total momentum density \(n_u v_u + n_d v_d\) is constant, and the relative velocity is exactly \(e^{-gt}\) times its initial value. The kinetic energy density falls at the rate \(g\,(n_u n_d/n)\,|v_u - v_d|^2\), and both fluids approach their common centre-of-mass velocity.

The friction stands for collisions between electrons of opposite spin, which pass momentum from one spin population to the other without changing the total. In time-dependent spin-current density functional theory, such a friction appears as an exchange-correlation force between the spin currents; the result describes its effect for uniform, fixed densities and a friction without memory.

## Velocities, densities and the drag force

The particle mass is set to one, so that density times velocity is momentum density. The velocities take values in a real inner product space `E`, for instance ordinary three-dimensional space. In the code, `nu` and `nd` are the densities \(n_u\) and \(n_d\) (`nu` is not the Greek letter), and `vu` and `vd` are functions of a real time. The letter `g` is the spin-drag rate, often written \(\gamma\), and has nothing to do with the g-factor.

In Lean 4 with Mathlib:

```lean
import Mathlib

open Filter Topology

namespace TwoFluidSpinDrag

noncomputable section

variable {E : Type*} [NormedAddCommGroup E] [InnerProductSpace ℝ E]
variable {nu nd g : ℝ} {vu vd : ℝ → E}
```

The force density on the up fluid, when the two velocities are \(a\) and \(b\), is

\[
F(a,b) = -g\,\frac{n_u n_d}{n}\,(a-b).
\]

It opposes the motion of the up fluid relative to the down fluid.

```lean
/-- Drag force density exerted on the spin-up fluid by the spin-down fluid, for densities
`nu`, `nd` with `nu + nd ≠ 0` and drag rate `g`. -/
def dragForce (nu nd g : ℝ) (a b : E) : E :=
  (-(g * (nu * nd / (nu + nd)))) • (a - b)
```

Newton's law is imposed on each momentum density, with opposite forces on the two spins:

\[
\frac{d}{dt}(n_u v_u) = F(v_u,v_d), \qquad \frac{d}{dt}(n_d v_d) = -F(v_u,v_d).
\]

```lean
/-- The velocities `vu`, `vd` obey the spin-drag equations: the momentum density of each fluid
changes at the rate given by the drag force, with opposite signs for the two spins. -/
structure IsSpinDragFlow (nu nd g : ℝ) (vu vd : ℝ → E) : Prop where
  up : ∀ t, HasDerivAt (fun s => nu • vu s) (dragForce nu nd g (vu t) (vd t)) t
  down : ∀ t, HasDerivAt (fun s => nd • vd s) (-dragForce nu nd g (vu t) (vd t)) t
```

`HasDerivAt` says that the derivative exists and has the stated value. The equations are required at every real time, negative times included. The densities are numbers and not functions, which excludes density waves and any net conversion of one spin into the other. Scattering from impurities and lattice vibrations is left out. The friction law is an assumption too: that Coulomb collisions act as an instantaneous force, linear in the relative velocity and with constant \(g\), is not derived here.

The centre-of-mass velocity weights each velocity by its density:

\[
V(a,b) = \frac{n_u a + n_d b}{n}.
\]

```lean
/-- Centre-of-mass velocity of the two fluids, for `nu + nd ≠ 0`. -/
def centreVelocity (nu nd : ℝ) (a b : E) : E :=
  (nu + nd)⁻¹ • (nu • a + nd • b)
```

The kinetic energy density, again with unit mass, is

\[
K(a,b) = \tfrac12\left(n_u |a|^2 + n_d |b|^2\right).
\]

It counts only the drift motion of the fluids and not their thermal energy.

```lean
/-- Kinetic energy density of the two fluids, in units of the particle mass. -/
def kineticEnergy (nu nd : ℝ) (a b : E) : ℝ :=
  (nu * ‖a‖ ^ 2 + nd * ‖b‖ ^ 2) / 2
```

## From forces to accelerations

One derivative is used repeatedly. For a constant \(c\),

\[
\frac{d}{dt}e^{ct} = c\,e^{ct}.
\]

```lean
/-- The function `exp (c s)` of `s` has derivative `c * exp (c t)` at `s = t`. -/
lemma hasDerivAt_exp_rate (c t : ℝ) :
    HasDerivAt (fun s : ℝ => Real.exp (c * s)) (c * Real.exp (c * t)) t := by
  have h := ((hasDerivAt_id' t).const_mul c).exp
  exact h.congr_deriv (by ring)
```

Dividing each momentum equation by its own density gives

\[
\dot v_u = -\frac{g\,n_d}{n}(v_u-v_d), \qquad \dot v_d = \frac{g\,n_u}{n}(v_u-v_d).
\]

Each fluid is accelerated in proportion to the density fraction of the other, so the minority fluid responds more strongly.

```lean
/-- For positive densities, each fluid is accelerated in proportion to the relative velocity and
to the density fraction of the other fluid. -/
theorem accelerations (hu : 0 < nu) (hd : 0 < nd) (h : IsSpinDragFlow nu nd g vu vd) (t : ℝ) :
    HasDerivAt vu ((-(g * nd / (nu + nd))) • (vu t - vd t)) t ∧
      HasDerivAt vd ((g * nu / (nu + nd)) • (vu t - vd t)) t := by
  have hn : nu + nd ≠ 0 := by positivity
  have hu' := hu.ne'
  have hd' := hd.ne'
  constructor
  · have h1 : HasDerivAt (fun s => nu⁻¹ • (nu • vu s))
        (nu⁻¹ • dragForce nu nd g (vu t) (vd t)) t := (h.up t).const_smul nu⁻¹
    simp only [inv_smul_smul₀ hu'] at h1
    refine h1.congr_deriv ?_
    rw [dragForce, smul_smul]
    congr 1
    field_simp
  · have h1 : HasDerivAt (fun s => nd⁻¹ • (nd • vd s))
        (nd⁻¹ • -dragForce nu nd g (vu t) (vd t)) t := (h.down t).const_smul nd⁻¹
    simp only [inv_smul_smul₀ hd'] at h1
    refine h1.congr_deriv ?_
    rw [dragForce, ← neg_smul, neg_neg, smul_smul]
    congr 1
    field_simp
```

The code multiplies `h.up` by `nu⁻¹` and `h.down` by `nd⁻¹`, cancels the factors on the left, and lets `field_simp` simplify the coefficients. The division needs nonzero densities. At \(n_u = 0\) the first momentum equation reads \(0 = 0\) and leaves \(v_u\) arbitrary.

## Total momentum stays constant, relative velocity decays

Adding the two momentum equations cancels the drag:

\[
\frac{d}{dt}(n_u v_u + n_d v_d) = F - F = 0.
\]

The total at time \(t\) therefore equals the total at time zero.

```lean
/-- Spin drag conserves the total momentum density. -/
theorem momentum_conserved (h : IsSpinDragFlow nu nd g vu vd) (t : ℝ) :
    nu • vu t + nd • vd t = nu • vu 0 + nd • vd 0 := by
  have h0 : ∀ s, HasDerivAt (fun s => nu • vu s + nd • vd s) 0 s := fun s =>
    ((h.up s).fun_add (h.down s)).congr_deriv (add_neg_cancel _)
  have hc := is_const_of_deriv_eq_zero (𝕜 := ℝ) (f := fun s => nu • vu s + nd • vd s)
    (fun s => (h0 s).differentiableAt) (fun s => (h0 s).deriv) t 0
  exact hc
```

Here `add_neg_cancel` is the cancellation of action and reaction, and `is_const_of_deriv_eq_zero` turns the zero derivative into constancy. No assumption on the signs of the densities or of \(g\) is made.

For the relative velocity \(w = v_u - v_d\), subtract the accelerations:

\[
\dot w = -g\,\frac{n_d + n_u}{n}\,w = -g\,w.
\]

The densities drop out. Multiplying by \(e^{gt}\) gives

\[
\frac{d}{dt}\left(e^{gt}w\right) = g\,e^{gt}w - g\,e^{gt}w = 0,
\]

so \(e^{gt}w(t) = w(0)\), that is, \(w(t) = e^{-gt}w(0)\).

```lean
/-- For positive densities, the relative velocity of the two spin fluids at time `t` is exactly
`exp (-g t)` times its value at time zero. -/
theorem relative_velocity_decay (hu : 0 < nu) (hd : 0 < nd)
    (h : IsSpinDragFlow nu nd g vu vd) (t : ℝ) :
    vu t - vd t = Real.exp (-g * t) • (vu 0 - vd 0) := by
  have hn : nu + nd ≠ 0 := by positivity
  -- the relative velocity obeys a closed linear equation
  have hw : ∀ s, HasDerivAt (fun s => vu s - vd s) ((-g) • (vu s - vd s)) s := by
    intro s
    obtain ⟨h1, h2⟩ := accelerations hu hd h s
    refine (h1.fun_sub h2).congr_deriv ?_
    rw [← sub_smul]
    congr 1
    field_simp
    ring
  -- hence `exp (g s)` times the relative velocity is constant
  have h0 : ∀ s, HasDerivAt (fun s => Real.exp (g * s) • (vu s - vd s)) 0 s := by
    intro s
    refine ((hasDerivAt_exp_rate g s).smul (hw s)).congr_deriv ?_
    show Real.exp (g * s) • ((-g) • (vu s - vd s))
      + (g * Real.exp (g * s)) • (vu s - vd s) = 0
    module
  have hc := is_const_of_deriv_eq_zero (𝕜 := ℝ)
    (f := fun s => Real.exp (g * s) • (vu s - vd s))
    (fun s => (h0 s).differentiableAt) (fun s => (h0 s).deriv) t 0
  simp only [mul_zero, Real.exp_zero, one_smul] at hc
  rw [← hc, smul_smul, ← Real.exp_add]
  simp
```

The fact `hw` is the closed equation for \(w\), and `h0` is the vanishing derivative of \(e^{gt}w\), where `module` does the vector algebra. The last lines multiply by \(e^{-gt}\). The identity holds for every real \(g\); it describes a decay when \(g > 0\).

The factor \(n_u n_d/n\) in the force is what makes \(g\) the decay rate of \(w\). Suppose that \(g\) is instead defined as the deceleration of the up fluid per unit relative velocity, so that the force density on the up fluid is \(-g\,n_u(v_u-v_d)\), with the opposite force on the down fluid. Then \(\dot v_u = -g\,w\) and \(\dot v_d = g\,(n_u/n_d)\,w\), and \(w\) decays at the rate \(g\,n/n_d\). For equal densities this is \(2g\), a factor of two that is readily lost when two definitions of the drag rate are compared.

## The explicit solution

Any two velocities can be written in terms of their centre-of-mass velocity and their difference:

\[
a = V(a,b) + \frac{n_d}{n}(a-b), \qquad b = V(a,b) - \frac{n_u}{n}(a-b).
\]

To check the first, collect terms: the coefficient of \(a\) is \((n_u+n_d)/n = 1\), and that of \(b\) is \((n_d - n_d)/n = 0\). The second works in the same way.

```lean
/-- Each velocity is the centre-of-mass velocity plus or minus a share of the relative velocity,
provided the total density is nonzero. -/
theorem velocity_split (hn : nu + nd ≠ 0) (a b : E) :
    a = centreVelocity nu nd a b + (nd / (nu + nd)) • (a - b) ∧
      b = centreVelocity nu nd a b - (nu / (nu + nd)) • (a - b) := by
  unfold centreVelocity
  constructor <;> match_scalars <;> field_simp <;> ring
```

`match_scalars` makes this comparison of coefficients.

Now apply the split at time \(t\). Momentum conservation gives \(V(t) = V(0) =: V_0\), and the decay law gives \(w(t) = e^{-gt}w_0\) with \(w_0 = w(0)\). Hence

\[
v_u(t) = V_0 + \frac{n_d}{n}e^{-gt}w_0, \qquad v_d(t) = V_0 - \frac{n_u}{n}e^{-gt}w_0.
\]

Conversely, let the velocities be given by these formulas. Their difference is \(e^{-gt}w_0\), because the two fractions add to one. Differentiation gives

\[
n_u\dot v_u = -g\,\frac{n_u n_d}{n}\,e^{-gt}w_0 = F(v_u,v_d), \qquad n_d\dot v_d = g\,\frac{n_u n_d}{n}\,e^{-gt}w_0 = -F(v_u,v_d),
\]

which are the drag equations.

```lean
/-- Complete solution of two-fluid spin drag: for positive densities, two velocity histories obey
the drag equations if and only if, at all times, `vu` is the initial centre-of-mass velocity plus
`nd / (nu + nd) * exp (-g t)` times the initial relative velocity `vu 0 - vd 0`, and `vd` is the
initial centre-of-mass velocity minus `nu / (nu + nd) * exp (-g t)` times `vu 0 - vd 0`. -/
theorem isSpinDragFlow_iff (hu : 0 < nu) (hd : 0 < nd) :
    IsSpinDragFlow nu nd g vu vd ↔ ∀ t,
      vu t = centreVelocity nu nd (vu 0) (vd 0)
        + (nd / (nu + nd) * Real.exp (-g * t)) • (vu 0 - vd 0) ∧
      vd t = centreVelocity nu nd (vu 0) (vd 0)
        - (nu / (nu + nd) * Real.exp (-g * t)) • (vu 0 - vd 0) := by
  have hn : nu + nd ≠ 0 := by positivity
  constructor
  · intro h t
    have hV : centreVelocity nu nd (vu t) (vd t) = centreVelocity nu nd (vu 0) (vd 0) := by
      rw [centreVelocity, momentum_conserved h t, centreVelocity]
    have hs := velocity_split hn (vu t) (vd t)
    rw [hV, relative_velocity_decay hu hd h t, smul_smul, smul_smul] at hs
    exact hs
  · intro h
    generalize centreVelocity nu nd (vu 0) (vd 0) = V at h
    generalize vu 0 - vd 0 = w at h
    have hrel : ∀ t, vu t - vd t = Real.exp (-g * t) • w := by
      intro t
      rw [(h t).1, (h t).2]
      match_scalars <;> field_simp <;> ring
    have hU : vu = fun t => V + (nd / (nu + nd) * Real.exp (-g * t)) • w :=
      funext fun t => (h t).1
    have hD : vd = fun t => V - (nu / (nu + nd) * Real.exp (-g * t)) • w :=
      funext fun t => (h t).2
    -- differentiate the explicit formulas
    constructor
    · intro t
      rw [dragForce, hrel t, hU]
      refine (((((hasDerivAt_exp_rate (-g) t).const_mul (nd / (nu + nd))).smul_const
        w).const_add V).const_smul nu).congr_deriv ?_
      module
    · intro t
      rw [dragForce, hrel t, hD]
      refine (((((hasDerivAt_exp_rate (-g) t).const_mul (nu / (nu + nd))).smul_const
        w).const_sub V).const_smul nd).congr_deriv ?_
      module
```

The theorem says that, for positive densities and any real \(g\), two velocity histories obey the drag equations if and only if they have this form at all times. Two solutions with the same initial velocities therefore coincide. A solution also exists for any chosen initial velocities \(a\) and \(b\): insert them into the formulas, and the split shows that the resulting histories start at \(a\) and \(b\).

In the forward direction, `hV` is the constancy of the centre-of-mass velocity, and the rewriting inserts the decay law into the split. In the converse, `generalize` replaces \(V_0\) and \(w_0\) by arbitrary vectors, since the differentiation uses nothing else about them. `hrel` is the difference of the two formulas, and the two final blocks differentiate them.

For a numerical instance in dimensionless units and one dimension, take \(n_u = 3\), \(n_d = 1\), \(g = 2\), \(v_u(0) = 2\) and \(v_d(0) = -2\). Then \(V_0 = (6-2)/4 = 1\) and \(w_0 = 4\), so

\[
v_u(t) = 1 + e^{-2t}, \qquad v_d(t) = 1 - 3e^{-2t}.
\]

The total momentum density is \(3 + 3e^{-2t} + 1 - 3e^{-2t} = 4\) at all times. The kinetic energy density is

\[
K(t) = \tfrac12\left[3(1+e^{-2t})^2 + (1-3e^{-2t})^2\right] = 2 + 6e^{-4t}.
\]

It falls from 8 towards 2, the energy of the common motion.

## Kinetic energy lost to friction

Since \(\frac{d}{dt}|v|^2 = 2\,v\cdot\dot v\), the accelerations give

\[
\begin{aligned}
\frac{dK}{dt} &= n_u\,v_u\cdot\dot v_u + n_d\,v_d\cdot\dot v_d \\
&= -g\,\frac{n_u n_d}{n}\,v_u\cdot(v_u-v_d) + g\,\frac{n_u n_d}{n}\,v_d\cdot(v_u-v_d) \\
&= -g\,\frac{n_u n_d}{n}\,|v_u-v_d|^2.
\end{aligned}
\]

In the numerical instance the right-hand side is \(-2\cdot\tfrac34\cdot 16\,e^{-4t} = -24\,e^{-4t}\), which is the derivative of \(2+6e^{-4t}\).

```lean
/-- For positive densities, the kinetic energy changes at the rate
`-g (nu nd / (nu + nd)) |vu - vd|²`. -/
theorem kineticEnergy_hasDerivAt (hu : 0 < nu) (hd : 0 < nd)
    (h : IsSpinDragFlow nu nd g vu vd) (t : ℝ) :
    HasDerivAt (fun s => kineticEnergy nu nd (vu s) (vd s))
      (-(g * (nu * nd / (nu + nd)) * ‖vu t - vd t‖ ^ 2)) t := by
  obtain ⟨h1, h2⟩ := accelerations hu hd h t
  refine (((h1.norm_sq.const_mul nu).fun_add
    (h2.norm_sq.const_mul nd)).div_const 2).congr_deriv ?_
  rw [← real_inner_self_eq_norm_sq, inner_sub_left (vu t) (vd t) (vu t - vd t)]
  simp only [real_inner_smul_right]
  ring
```

`norm_sq` differentiates the squared norms. The rewriting then expands \(|v_u-v_d|^2\) as \(v_u\cdot(v_u-v_d) - v_d\cdot(v_u-v_d)\), so that both sides contain the same inner products and `ring` can compare them.

For \(g \ge 0\) every factor in \(g\,(n_u n_d/n)\,|v_u-v_d|^2\) is nonnegative. Hence \(dK/dt \le 0\), and \(K\) never increases.

```lean
/-- For positive densities and a nonnegative drag rate, the kinetic energy never increases. -/
theorem kineticEnergy_antitone (hu : 0 < nu) (hd : 0 < nd) (hg : 0 ≤ g)
    (h : IsSpinDragFlow nu nd g vu vd) :
    Antitone (fun t => kineticEnergy nu nd (vu t) (vd t)) := by
  refine antitone_of_deriv_nonpos
    (fun t => (kineticEnergy_hasDerivAt hu hd h t).differentiableAt) (fun t => ?_)
  rw [(kineticEnergy_hasDerivAt hu hd h t).deriv]
  exact neg_nonpos.2 (by positivity)
```

`Antitone` means that a later time never has a larger value. The case \(g = 0\) is included, and there the energy is constant.

## Both fluids approach the common velocity

For \(g > 0\), \(e^{-gt} \to 0\) as \(t \to \infty\). The terms proportional to \(w_0\) in the explicit solution vanish in this limit, so

\[
v_u(t) \to V_0, \qquad v_d(t) \to V_0.
\]

The drag removes the spin current carried by the relative motion and leaves the common drift untouched.

```lean
/-- For positive densities and a positive drag rate, both spin fluids approach the initial
centre-of-mass velocity at long times. -/
theorem tendsto_centreVelocity (hu : 0 < nu) (hd : 0 < nd) (hg : 0 < g)
    (h : IsSpinDragFlow nu nd g vu vd) :
    Tendsto vu atTop (𝓝 (centreVelocity nu nd (vu 0) (vd 0))) ∧
      Tendsto vd atTop (𝓝 (centreVelocity nu nd (vu 0) (vd 0))) := by
  have hs := (isSpinDragFlow_iff hu hd).1 h
  have he : Tendsto (fun t : ℝ => Real.exp (-g * t)) atTop (𝓝 0) :=
    Real.tendsto_exp_atBot.comp (tendsto_id.const_mul_atTop_of_neg (by linarith))
  constructor
  · have h1 := ((he.const_mul (nd / (nu + nd))).smul_const (vu 0 - vd 0)).const_add
      (centreVelocity nu nd (vu 0) (vd 0))
    rw [mul_zero, zero_smul, add_zero] at h1
    exact h1.congr fun t => (hs t).1.symm
  · have h1 := ((he.const_mul (nu / (nu + nd))).smul_const (vu 0 - vd 0)).const_sub
      (centreVelocity nu nd (vu 0) (vd 0))
    rw [mul_zero, zero_smul, sub_zero] at h1
    exact h1.congr fun t => (hs t).2.symm

end

end TwoFluidSpinDrag
```

`Tendsto vu atTop (𝓝 …)` is the limit at long times. The fact `he` is the vanishing of the exponential. Each block multiplies it by the density fraction and by \(w_0\), adds the result to \(V_0\) or subtracts it from \(V_0\), and identifies the outcome with the velocity through `isSpinDragFlow_iff`.

```lean
#print axioms TwoFluidSpinDrag.relative_velocity_decay
#print axioms TwoFluidSpinDrag.kineticEnergy_antitone
#print axioms TwoFluidSpinDrag.tendsto_centreVelocity
```

```
'TwoFluidSpinDrag.relative_velocity_decay' depends on axioms: [propext, Classical.choice, Quot.sound]
'TwoFluidSpinDrag.kineticEnergy_antitone' depends on axioms: [propext, Classical.choice, Quot.sound]
'TwoFluidSpinDrag.tendsto_centreVelocity' depends on axioms: [propext, Classical.choice, Quot.sound]
```
